# Two classical harmonic wells with equal minima differ in free energy by \(\ln(\det H_1/\det H_0)/(2\beta)\)

A particle on a line can sit in either of two wells whose minima have the same energy, one with force constant \(k_0\) and the other with force constant \(k_1\). Let \(x\) be the displacement from the centre of a well, and measure energies from the common minimum. At inverse temperature \(\beta = 1/(k_B T)\), the well with force constant \(k\) has the configuration integral

\[
\int_{-\infty}^{\infty} e^{-\beta k x^2/2}\,dx = \sqrt{\frac{2\pi}{\beta k}} .
\]

Since the free energy is \(-\ln Z/\beta\) for a configuration integral \(Z\), the second well lies above the first by \(\ln(k_1/k_0)/(2\beta)\). If \(k_1 = 4k_0\), the second well is half as wide at any given energy, and the difference is \(\ln 2/\beta\). The stiffer well is less favourable because it offers less room.

With \(n\) coordinates the force constant becomes a Hessian matrix \(H\), and the room in the well is measured by \(\det(H)^{-1/2}\). Added to the difference in minimum energy, the resulting term gives an estimate of the relative stability of two conformers, or of two crystal structures with the same atoms at negligible pressure, provided that the motion is classical and nearly harmonic and that free translations and rotations are treated separately.

## Wells, configuration integrals and free energies

The coordinates are labelled by a finite set `ι` with \(n\) elements, so a configuration is a function `ι → ℝ`.

```lean
import Mathlib

open Matrix MeasureTheory

namespace HarmonicFreeEnergy

noncomputable section

variable {ι : Type*} [Fintype ι]
```

A harmonic well has a minimum energy \(E\), a centre \(a\) and a Hessian \(H\):

\[
V(x) = E + \tfrac12 \langle x-a,\, H(x-a)\rangle .
\]

```lean
/-- The energy of a harmonic well with minimum energy `E`, centre `a` and Hessian `H`. -/
def well (E : ℝ) (a : ι → ℝ) (H : Matrix ι ι ℝ) (x : ι → ℝ) : ℝ :=
  E + ((x - a) ⬝ᵥ (H *ᵥ (x - a))) / 2
```

Here `⬝ᵥ` is the dot product and `*ᵥ` applies a matrix to a vector. The letter \(H\) stands for the Hessian throughout, not for a Hamiltonian.

The configuration integral collects the Boltzmann weight of all positions:

\[
Z = \int_{\mathbb{R}^n} e^{-\beta V(x)}\,dx .
\]

```lean
/-- The classical configuration integral of the potential `V` at inverse temperature `β`,
for potentials whose Boltzmann factor is integrable. -/
def configIntegral (β : ℝ) (V : (ι → ℝ) → ℝ) : ℝ :=
  ∫ x, Real.exp (-β * V x)
```

The measure is the ordinary volume on \(\mathbb{R}^n\). Momenta are left out; their contribution cancels between two wells that have the same constant mass matrix in these coordinates.

The configurational free energy is \(F = -\ln Z/\beta\).

```lean
/-- The configurational free energy `-ln Z / β`, for `β ≠ 0` and a finite, positive
configuration integral `Z`. -/
def freeEnergy (β : ℝ) (V : (ι → ℝ) → ℝ) : ℝ :=
  -Real.log (configIntegral β V) / β
```

Coordinates and \(\beta\) enter as pure numbers, so the value of a single \(F\) depends on the chosen units of length. A difference between two wells described in the same units does not.

## Equal unit force constants in every direction

For \(H = 1\) the Boltzmann factor is a product over the coordinates, and so is its integral:

\[
\int_{\mathbb{R}^n} e^{-\beta\langle y,y\rangle/2}\,dy
= \prod_i \int_{-\infty}^{\infty} e^{-(\beta/2) y_i^2}\,dy_i
= \left(\sqrt{\frac{2\pi}{\beta}}\right)^{n}
= \left(\frac{2\pi}{\beta}\right)^{n/2}.
\]

```lean
/-- For `β > 0`, the Gaussian integral of an isotropic well with unit force constant is
`(2π/β)^(n/2)` in `n` dimensions. -/
theorem isotropic_integral {β : ℝ} (hβ : 0 < β) :
    ∫ y : ι → ℝ, Real.exp (-β * (y ⬝ᵥ y) / 2)
      = (2 * Real.pi / β) ^ ((Fintype.card ι : ℝ) / 2) := by
  -- the Boltzmann factor is a product over the coordinates
  have h : ∀ y : ι → ℝ, Real.exp (-β * (y ⬝ᵥ y) / 2)
      = ∏ i, Real.exp (-(β / 2) * (y i) ^ 2) := by
    intro y
    have hs : y ⬝ᵥ y = ∑ i, (y i) ^ 2 :=
      Finset.sum_congr rfl (fun i _ => (sq (y i)).symm)
    rw [← Real.exp_sum, ← Finset.mul_sum, hs]
    congr 1
    ring
  have hc : Real.pi / (β / 2) = 2 * Real.pi / β := by
    rw [div_div_eq_mul_div]
    ring
  have hpos : 0 ≤ 2 * Real.pi / β := by positivity
  simp only [h]
  rw [integral_fintype_prod_volume_eq_prod
    (fun (_ : ι) (t : ℝ) => Real.exp (-(β / 2) * t ^ 2))]
  simp only [integral_gaussian, Finset.prod_const, Finset.card_univ]
  rw [hc, Real.sqrt_eq_rpow, ← Real.rpow_natCast, ← Real.rpow_mul hpos]
  congr 1
  ring
```

The auxiliary statement `h` turns the exponential of a sum into a product of exponentials. The lemma `integral_fintype_prod_volume_eq_prod` then splits the integral, and `integral_gaussian` evaluates each factor. The remaining lines rewrite the \(n\)-th power of a square root as the power \(n/2\).

## A square root of the Hessian

A symmetric matrix can be diagonalised by an orthogonal matrix \(U\), so that \(H = U D U^{T}\) with the eigenvalues \(\lambda_i\) on the diagonal of \(D\). Positive definiteness makes every \(\lambda_i\) positive. Let \(S\) be the diagonal matrix with entries \(\sqrt{\lambda_i}\), and set \(B = S U^{T}\). Then

\[
B^{T}B = U S\,S\,U^{T} = U D U^{T} = H .
\]

```lean
variable [DecidableEq ι]

/-- A positive definite Hessian factorises as `Bᵀ B` with a real matrix `B`. -/
theorem exists_factor {H : Matrix ι ι ℝ} (hH : H.PosDef) :
    ∃ B : Matrix ι ι ℝ, H = Bᴴ * B := by
  let U : Matrix ι ι ℝ := hH.isHermitian.eigenvectorUnitary
  let s : ι → ℝ := fun i => √(hH.isHermitian.eigenvalues i)
  -- the diagonal matrix of eigenvalues is the square of that of their roots
  have hD : diagonal (RCLike.ofReal ∘ hH.isHermitian.eigenvalues : ι → ℝ)
      = (diagonal s)ᴴ * diagonal s := by
    rw [Matrix.diagonal_conjTranspose, Matrix.diagonal_mul_diagonal]
    congr 1
    ext i
    simp [s, Real.mul_self_sqrt (hH.eigenvalues_pos i).le]
  have hs := hH.isHermitian.spectral_theorem
  rw [Unitary.conjStarAlgAut_apply, hD] at hs
  refine ⟨diagonal s * star U, hs.trans ?_⟩
  simp only [U, Matrix.conjTranspose_mul, Matrix.star_eq_conjTranspose,
    Matrix.conjTranspose_conjTranspose, Matrix.mul_assoc]
```

The hypothesis `H.PosDef` contains both the symmetry of \(H\) and its positivity. The superscript in `Bᴴ` denotes the conjugate transpose, which for a real matrix is \(B^{T}\), and has nothing to do with the Hessian. In the proof, `hD` is the identity \(D = S^{T}S\), and `spectral_theorem` supplies the diagonalisation.

## The general Gaussian integral

From \(H = B^{T}B\) follow two facts:

\[
\langle x, Hx\rangle = \langle Bx, Bx\rangle, \qquad \det H = (\det B)^2 .
\]

Since \(\det H > 0\), the matrix \(B\) is invertible. The substitution \(y = Bx\) has \(dy = |\det B|\,dx\), hence

\[
\int_{\mathbb{R}^n} e^{-\beta\langle x,Hx\rangle/2}\,dx
= \frac{1}{|\det B|}\int_{\mathbb{R}^n} e^{-\beta\langle y,y\rangle/2}\,dy
= \left(\frac{2\pi}{\beta}\right)^{n/2}\det(H)^{-1/2}.
\]

```lean
/-- For a real symmetric positive definite `H` and `β > 0`, the integral of
`exp(-β⟨x, H x⟩/2)` over `n`-dimensional space is `(2π/β)^(n/2) det(H)^(-1/2)`. -/
theorem gaussian_integral {β : ℝ} (hβ : 0 < β) {H : Matrix ι ι ℝ} (hH : H.PosDef) :
    ∫ x : ι → ℝ, Real.exp (-β * (x ⬝ᵥ (H *ᵥ x)) / 2)
      = (2 * Real.pi / β) ^ ((Fintype.card ι : ℝ) / 2) * H.det ^ (-(1 / 2) : ℝ) := by
  -- factorise the Hessian as `Bᵀ B`
  obtain ⟨B, hB⟩ := exists_factor hH
  have hdet : H.det = B.det ^ 2 := by
    rw [hB, Matrix.det_mul, Matrix.det_conjTranspose]
    simp [sq]
  have hB0 : B.det ≠ 0 := by
    intro h
    have hp := hH.det_pos
    rw [hdet, h] at hp
    norm_num at hp
  have hq : ∀ x : ι → ℝ, x ⬝ᵥ (H *ᵥ x) = (B *ᵥ x) ⬝ᵥ (B *ᵥ x) := by
    intro x
    rw [hB, ← Matrix.mulVec_mulVec, Matrix.dotProduct_mulVec x,
      Matrix.conjTranspose_eq_transpose_of_trivial, Matrix.vecMul_transpose]
  -- substitute `y = B x`
  have hg : Continuous (fun y : ι → ℝ => Real.exp (-β * (y ⬝ᵥ y) / 2)) := by
    simp only [dotProduct]
    fun_prop
  have hm : Measurable (Matrix.toLin' B) :=
    (LinearMap.continuous_of_finiteDimensional (Matrix.toLin' B)).measurable
  have key := integral_map (μ := volume) hm.aemeasurable
    (hg.aestronglyMeasurable (μ := Measure.map (Matrix.toLin' B) volume))
  rw [Real.map_matrix_volume_pi_eq_smul_volume_pi hB0, integral_smul_measure] at key
  simp only [Matrix.toLin'_apply] at key
  rw [isotropic_integral hβ] at key
  simp only [hq]
  rw [← key, ENNReal.toReal_ofReal (abs_nonneg _), smul_eq_mul, hdet,
    Real.rpow_neg (sq_nonneg _), ← Real.sqrt_eq_rpow, Real.sqrt_sq_eq_abs, abs_inv, mul_comm]
```

The statements `hq`, `hdet` and `hB0` are the two facts and the invertibility of \(B\). The substitution is expressed through measures: `Real.map_matrix_volume_pi_eq_smul_volume_pi` says that \(B\) carries the volume measure to \(|\det B|^{-1}\) times itself, and `integral_map` transfers the integral accordingly. The last rewriting identifies \(|\det B|^{-1}\) with \(\det(H)^{-1/2}\).

## Moving the well and raising its minimum

The constant energy factors out of the Boltzmann weight, and the shift \(y = x-a\) leaves the volume unchanged:

\[
Z = e^{-\beta E}\int_{\mathbb{R}^n} e^{-\beta\langle y,Hy\rangle/2}\,dy
= e^{-\beta E}\left(\frac{2\pi}{\beta}\right)^{n/2}\det(H)^{-1/2}.
\]

```lean
/-- For `β > 0` and a positive definite Hessian, the configuration integral of a harmonic well
is `exp(-βE) (2π/β)^(n/2) det(H)^(-1/2)`, wherever the well is centred. -/
theorem configIntegral_well {β : ℝ} (hβ : 0 < β) (E : ℝ) (a : ι → ℝ)
    {H : Matrix ι ι ℝ} (hH : H.PosDef) :
    configIntegral β (well E a H) = Real.exp (-β * E) *
      ((2 * Real.pi / β) ^ ((Fintype.card ι : ℝ) / 2) * H.det ^ (-(1 / 2) : ℝ)) := by
  have h : ∀ x : ι → ℝ, Real.exp (-β * well E a H x) = Real.exp (-β * E) *
      Real.exp (-β * ((x - a) ⬝ᵥ (H *ᵥ (x - a))) / 2) := by
    intro x
    rw [← Real.exp_add, well]
    congr 1
    ring
  unfold configIntegral
  simp only [h]
  rw [integral_const_mul]
  congr 1
  -- the integral does not depend on the centre
  exact (integral_sub_right_eq_self (μ := volume)
    (fun y : ι → ℝ => Real.exp (-β * (y ⬝ᵥ (H *ᵥ y)) / 2)) a).trans (gaussian_integral hβ hH)
```

In the proof, `integral_const_mul` takes out the factor \(e^{-\beta E}\), and `integral_sub_right_eq_self` performs the shift. The centre \(a\) has disappeared from the result.

The Boltzmann factor is positive and its integral is finite, so it is integrable.

```lean
/-- For `β > 0` and a positive definite Hessian, the Boltzmann factor of a harmonic well is
integrable. -/
theorem boltzmann_integrable {β : ℝ} (hβ : 0 < β) (E : ℝ) (a : ι → ℝ)
    {H : Matrix ι ι ℝ} (hH : H.PosDef) :
    Integrable (fun x => Real.exp (-β * well E a H x)) := by
  by_contra h
  have h0 : configIntegral β (well E a H) = 0 := integral_undef h
  have hd := hH.det_pos
  rw [configIntegral_well hβ E a hH] at h0
  exact absurd h0 (by positivity)
```

Lean assigns the value zero to the integral of a function that is not integrable. The formula for \(Z\) gives a positive number, so that case is excluded and \(Z\) is a genuine integral.

## From the integral to the free energy

Taking the logarithm gives

\[
\ln Z = -\beta E + \frac n2 \ln\frac{2\pi}{\beta} - \frac12\ln\det H ,
\]

and division by \(-\beta\) yields

\[
F = E + \frac{\ln\det H}{2\beta} - \frac{n}{2\beta}\ln\frac{2\pi}{\beta}.
\]

```lean
/-- For `β > 0` and a positive definite Hessian, the free energy of a harmonic well is
`E + ln(det H)/(2β) - (n/(2β)) ln(2π/β)`. -/
theorem freeEnergy_well {β : ℝ} (hβ : 0 < β) (E : ℝ) (a : ι → ℝ)
    {H : Matrix ι ι ℝ} (hH : H.PosDef) :
    freeEnergy β (well E a H) = E + Real.log H.det / (2 * β)
      - (Fintype.card ι : ℝ) / (2 * β) * Real.log (2 * Real.pi / β) := by
  have hd := hH.det_pos
  have hc : 0 < 2 * Real.pi / β := by positivity
  rw [freeEnergy, configIntegral_well hβ E a hH,
    Real.log_mul (Real.exp_pos _).ne' (by positivity), Real.log_exp,
    Real.log_mul (Real.rpow_pos_of_pos hc _).ne' (Real.rpow_pos_of_pos hd _).ne',
    Real.log_rpow hc, Real.log_rpow hd]
  linear_combination E * mul_inv_cancel₀ hβ.ne'
```

The two uses of `Real.log_mul` split the logarithm of the product, which requires its factors to be nonzero. The two uses of `Real.log_rpow` bring down the exponents \(n/2\) and \(-1/2\).

Now take two wells with minimum energies \(E_0, E_1\), centres \(a_0, a_1\) and Hessians \(H_0, H_1\), at the same temperature and with the same coordinates. The last term of \(F\) is common to both and cancels:

\[
F_1 - F_0 = E_1 - E_0 + \frac{1}{2\beta}\ln\frac{\det H_1}{\det H_0}.
\]

```lean
/-- For `β > 0` and positive definite Hessians, two harmonic wells differ in free energy by
`E₁ - E₀ + ln(det H₁ / det H₀)/(2β)`. -/
theorem freeEnergy_difference {β : ℝ} (hβ : 0 < β) (E₀ E₁ : ℝ) (a₀ a₁ : ι → ℝ)
    {H₀ H₁ : Matrix ι ι ℝ} (h₀ : H₀.PosDef) (h₁ : H₁.PosDef) :
    freeEnergy β (well E₁ a₁ H₁) - freeEnergy β (well E₀ a₀ H₀)
      = E₁ - E₀ + Real.log (H₁.det / H₀.det) / (2 * β) := by
  rw [freeEnergy_well hβ E₁ a₁ h₁, freeEnergy_well hβ E₀ a₀ h₀,
    Real.log_div h₁.det_pos.ne' h₀.det_pos.ne']
  ring
```

Both Hessians are assumed positive definite, so their determinants are nonzero and `Real.log_div` can split the logarithm of the ratio into a difference of logarithms.

When the minima have equal energy, \(E_0 = E_1 = E\), only the determinants remain:

\[
F_1 - F_0 = \frac{1}{2\beta}\ln\frac{\det H_1}{\det H_0}.
\]

```lean
/-- For `β > 0` and positive definite Hessians, two harmonic wells with equal minimum energies
differ in free energy by `(1/(2β)) ln(det H₁ / det H₀)`. -/
theorem freeEnergy_difference_equal_minima {β : ℝ} (hβ : 0 < β) (E : ℝ) (a₀ a₁ : ι → ℝ)
    {H₀ H₁ : Matrix ι ι ℝ} (h₀ : H₀.PosDef) (h₁ : H₁.PosDef) :
    freeEnergy β (well E a₁ H₁) - freeEnergy β (well E a₀ H₀)
      = 1 / (2 * β) * Real.log (H₁.det / H₀.det) := by
  rw [freeEnergy_difference hβ E E a₀ a₁ h₀ h₁]
  ring


end

end HarmonicFreeEnergy
```

```lean
#print axioms HarmonicFreeEnergy.boltzmann_integrable
#print axioms HarmonicFreeEnergy.freeEnergy_difference_equal_minima
```

```
'HarmonicFreeEnergy.boltzmann_integrable' depends on axioms: [propext, Classical.choice, Quot.sound]
'HarmonicFreeEnergy.freeEnergy_difference_equal_minima' depends on axioms: [propext, Classical.choice, Quot.sound]
```

## From quadratic wells to a real energy landscape

The theorems treat each well as a separate potential that is quadratic over all of \(\mathbb{R}^n\). On a real energy surface a basin has a boundary and anharmonic terms. Replacing the integral over that basin by the integral over the full quadratic well is the step that the hypotheses do not supply. It is reasonable when thermal motion stays close to the minimum, where the quadratic expansion is good.

Positive definiteness means physically that every displacement from the minimum costs energy. The Hessian of a free molecule in Cartesian coordinates fails this condition, because a rigid translation costs nothing. Such directions have to be removed before \(H_0\) and \(H_1\) are formed, and any difference in their contributions to the free energy has to be added separately.

The treatment is also classical: zero-point energy and the quantisation of vibrations do not enter, so stiff modes with quanta comparable to or larger than \(k_B T\) call for the quantum oscillator instead.
